# A small imaginary admixture of an orbital with lower mean-field energy lowers the total energy in a differentiable one-orbital model

Suppose a self-consistent calculation has converged to a real orbital $\varphi$, but in its own mean field another real orbital $\chi$ lies lower. One way to continue the descent is to add a small multiple of $i\chi$ to $\varphi$, normalise, and restart the minimisation from there. For a single orbital on finitely many sites, with a real one-body Hamiltonian and an interaction energy that is a differentiable function of the density, the theorem below guarantees that this starting point has lower energy than $\varphi$, provided the admixture is small enough.

## The model: one orbital and a functional of its density

```lean
import Mathlib

open Filter Topology Matrix

namespace ComplexAufbau

noncomputable section

variable {n : Type*} [Fintype n] [DecidableEq n]
```

The finite index set `n` labels sites or grid points. A real vector is a function `n → ℝ`, and a complex orbital is a function `n → ℂ`.

```lean
/-- The quadratic form `⟨x, A x⟩` of a real matrix at a real vector. -/
def quad (A : Matrix n n ℝ) (x : n → ℝ) : ℝ := x ⬝ᵥ A *ᵥ x
```

For a real matrix $A$ and a real vector $x$, `quad A x` is $\langle x,Ax\rangle=\sum_{ij}x_iA_{ij}x_j$. The symbol `⬝ᵥ` is the dot product and `*ᵥ` applies a matrix to a vector. The number is an expectation value when $x$ has unit norm.

```lean
/-- The density `|ψ|²` of a complex orbital. -/
def density (ψ : n → ℂ) : n → ℝ := fun i => Complex.normSq (ψ i)
```

The density at site $i$ is $|\psi_i|^2$.

```lean
/-- The complex orbitals whose density sums to one. -/
def normalizedStates : Set (n → ℂ) := {ψ | ∑ i, density ψ i = 1}
```

These are the complex orbitals with $\sum_i|\psi_i|^2=1$.

```lean
/-- The energy: the real part of `⟨ψ, h ψ⟩` plus a functional `F` of the density. -/
def energy (h : Matrix n n ℝ) (F : (n → ℝ) → ℝ) (ψ : n → ℂ) : ℝ :=
  (star ψ ⬝ᵥ (h.map Complex.ofReal) *ᵥ ψ).re + F (density ψ)
```

The energy is $E(\psi)=\mathrm{Re}\,\langle\psi,h\psi\rangle+F(|\psi|^2)$, with a real one-body matrix $h$. The function $F$ stands for the interaction, for instance a discretised Hartree energy. Symmetry of $h$ is not required; for symmetric $h$ the inner product is real anyway.

```lean
/-- The mean-field Hamiltonian `h + diag (∇F(φ²))` of a real orbital `φ`,
for `F` differentiable at `φ²`. -/
def meanField (h : Matrix n n ℝ) (F : (n → ℝ) → ℝ) (φ : n → ℝ) : Matrix n n ℝ :=
  h + Matrix.diagonal (fun i => fderiv ℝ F (φ ^ 2) (Pi.single i 1))
```

This is $H=h+\mathrm{diag}(\nabla F(\varphi^2))$, where $\varphi^2$ is the sitewise square. The expression `fderiv ℝ F (φ ^ 2) (Pi.single i 1)` is the derivative of $F$ along the $i$-th unit vector, $\partial F/\partial\rho_i$ at $\rho=\varphi^2$: the mean-field potential at site $i$.

```lean
/-- The complex rotation `cos t φ + i sin t χ` of two real orbitals. -/
def rotation (φ χ : n → ℝ) (t : ℝ) : n → ℂ := fun i =>
  (Real.cos t : ℂ) * (φ i : ℂ) + Complex.I * ((Real.sin t : ℂ) * (χ i : ℂ))
```

The trial orbital is $\psi(t)=\cos t\,\varphi+i\sin t\,\chi$. Its real part is $\cos t\,\varphi$ and its imaginary part is $\sin t\,\chi$.

## Why the factor $i$ removes the cross terms

```lean
omit [DecidableEq n] in
/-- The one-body energy is the sum of those of the real and imaginary parts of the orbital. -/
theorem energy_eq (h : Matrix n n ℝ) (F : (n → ℝ) → ℝ) (ψ : n → ℂ) :
    energy h F ψ = quad h (fun i => (ψ i).re) + quad h (fun i => (ψ i).im)
      + F (density ψ) := by
  unfold energy
  congr 1
  simp only [quad, dotProduct, Matrix.mulVec, Finset.mul_sum, ← Finset.sum_add_distrib,
    Complex.re_sum, Matrix.map_apply, Pi.star_apply]
  refine Finset.sum_congr rfl fun i _ => Finset.sum_congr rfl fun j _ => ?_
  simp only [Complex.star_def, Complex.mul_re, Complex.mul_im, Complex.conj_re,
    Complex.conj_im, Complex.ofReal_re, Complex.ofReal_im]
  ring
```

Write $\psi=a+ib$ with real $a,b$. Then

$$\mathrm{Re}(\bar\psi_i h_{ij}\psi_j)=h_{ij}(a_ia_j+b_ib_j),$$

and summing over $i,j$ gives $E(\psi)=\langle a,ha\rangle+\langle b,hb\rangle+F(|\psi|^2)$. The mixed products of $a$ and $b$ are purely imaginary. In the proof, `Finset.sum_congr` reduces the double sum to a single pair $(i,j)$, and `ring` checks the algebra.

```lean
omit [DecidableEq n] in
/-- The energy of a real orbital `φ` is `⟨φ, h φ⟩ + F(φ²)`. -/
theorem energy_real (h : Matrix n n ℝ) (F : (n → ℝ) → ℝ) (φ : n → ℝ) :
    energy h F (fun i => (φ i : ℂ)) = quad h φ + F (φ ^ 2) := by
  have hd : density (fun i => (φ i : ℂ)) = φ ^ 2 := by
    funext i
    simp [density, sq]
  rw [energy_eq, hd]
  simp [quad, dotProduct]
```

For a real orbital $b=0$, so $E(\varphi)=\langle\varphi,h\varphi\rangle+F(\varphi^2)$.

```lean
/-- The quadratic form of `meanField h F φ` at `x` is that of `h` plus `fderiv ℝ F` at `φ²` in the
direction `x²`. -/
theorem quad_meanField (h : Matrix n n ℝ) (F : (n → ℝ) → ℝ) (φ x : n → ℝ) :
    quad (meanField h F φ) x = quad h x + fderiv ℝ F (φ ^ 2) (x ^ 2) := by
  have hx : x ^ 2 = ∑ i, (x i ^ 2) • (Pi.single i 1 : n → ℝ) := by
    ext j
    simp [Finset.sum_apply, Pi.single_apply]
  rw [hx]
  simp only [quad, meanField, Matrix.add_mulVec, dotProduct_add, map_sum, map_smul,
    smul_eq_mul]
  congr 1
  simp only [dotProduct, Matrix.mulVec_diagonal]
  exact Finset.sum_congr rfl fun i _ => by ring
```

Since the potential is diagonal,

$$\langle x,Hx\rangle=\langle x,hx\rangle+\sum_i\frac{\partial F}{\partial\rho_i}(\varphi^2)\,x_i^2 .$$

The last sum is the derivative of $F$ at $\varphi^2$ in the direction $x^2$. The proof expands $x^2$ in unit vectors and uses linearity of the derivative.

```lean
omit [DecidableEq n] in
/-- Along the complex rotation, density and one-body energy interpolate linearly
in `sin² t`. -/
theorem energy_rotation (h : Matrix n n ℝ) (F : (n → ℝ) → ℝ) (φ χ : n → ℝ) (t : ℝ) :
    density (rotation φ χ t) = φ ^ 2 + (Real.sin t ^ 2) • (χ ^ 2 - φ ^ 2) ∧
    energy h F (rotation φ χ t) = quad h φ + Real.sin t ^ 2 * (quad h χ - quad h φ)
      + F (φ ^ 2 + (Real.sin t ^ 2) • (χ ^ 2 - φ ^ 2)) := by
  have hre : (fun i => (rotation φ χ t i).re) = Real.cos t • φ := by
    funext i
    simp [rotation, -Complex.ofReal_cos, -Complex.ofReal_sin]
  have him : (fun i => (rotation φ χ t i).im) = Real.sin t • χ := by
    funext i
    simp [rotation, -Complex.ofReal_cos, -Complex.ofReal_sin]
  have hd : density (rotation φ χ t) = φ ^ 2 + (Real.sin t ^ 2) • (χ ^ 2 - φ ^ 2) := by
    funext i
    have h1 : (rotation φ χ t i).re = Real.cos t * φ i := congrFun hre i
    have h2 : (rotation φ χ t i).im = Real.sin t * χ i := congrFun him i
    simp only [density, Complex.normSq_apply, h1, h2, Pi.add_apply, Pi.smul_apply,
      Pi.sub_apply, Pi.pow_apply, smul_eq_mul]
    linear_combination φ i ^ 2 * Real.sin_sq_add_cos_sq t
  refine ⟨hd, ?_⟩
  rw [energy_eq, hre, him, hd]
  simp only [quad, Matrix.mulVec_smul, dotProduct_smul, smul_dotProduct, smul_eq_mul]
  linear_combination (φ ⬝ᵥ h *ᵥ φ) * Real.sin_sq_add_cos_sq t
```

Put $s=\sin^2t$. The density of $\psi(t)$ is

$$\cos^2t\,\varphi^2+\sin^2t\,\chi^2=\varphi^2+s(\chi^2-\varphi^2).$$

Applying the splitting into real and imaginary parts gives

$$E(\psi(t))=\langle\varphi,h\varphi\rangle+s\big(\langle\chi,h\chi\rangle-\langle\varphi,h\varphi\rangle\big)+F\big(\varphi^2+s(\chi^2-\varphi^2)\big).$$

The density is the one that fractional occupations $1-s$ of $\varphi$ and $s$ of $\chi$ would produce. The facts `hre` and `him` identify the two parts of the orbital, and `linear_combination` inserts $\sin^2t+\cos^2t=1$.

## The slope in $s=\sin^2 t$ is the difference of mean-field energies

```lean
omit [DecidableEq n] in
/-- If `F` is differentiable at `ρ`, then `s ↦ F (ρ + s • d)` has derivative `fderiv ℝ F ρ d` at `s
= 0`. -/
theorem hasDerivAt_line {F : (n → ℝ) → ℝ} {ρ : n → ℝ} (hF : DifferentiableAt ℝ F ρ)
    (d : n → ℝ) : HasDerivAt (fun s : ℝ => F (ρ + s • d)) (fderiv ℝ F ρ d) 0 := by
  have hF' : HasFDerivAt F (fderiv ℝ F ρ) (ρ + (0 : ℝ) • d) := by
    rw [zero_smul, add_zero]
    exact hF.hasFDerivAt
  have hl : HasDerivAt (fun s : ℝ => ρ + s • d) d 0 :=
    (((hasDerivAt_id' (0 : ℝ)).smul_const d).const_add ρ).congr_deriv (one_smul ℝ d)
  exact hF'.comp_hasDerivAt (0 : ℝ) hl
```

This is the chain rule on a straight line: the derivative of $F(\rho+sd)$ with respect to $s$ at $s=0$ is the derivative of $F$ at $\rho$ in the direction $d$.

```lean
/-- Let `F` be differentiable at `φ²`. If the real unit orbital `χ` has a lower expectation value of
the mean-field Hamiltonian of `φ` than the real unit orbital `φ` itself, then the normalized states
`cos t φ + i sin t χ` have energy below that of `φ` for all small `t ≠ 0`. -/
theorem complex_rotation_lowers_energy (h : Matrix n n ℝ) {F : (n → ℝ) → ℝ} {φ χ : n → ℝ}
    (hF : DifferentiableAt ℝ F (φ ^ 2)) (hφ : ∑ i, φ i ^ 2 = 1) (hχ : ∑ i, χ i ^ 2 = 1)
    (hlt : quad (meanField h F φ) χ < quad (meanField h F φ) φ) :
    (∀ t, rotation φ χ t ∈ normalizedStates) ∧
    ∀ᶠ t in 𝓝[≠] (0 : ℝ), energy h F (rotation φ χ t) < energy h F (fun i => (φ i : ℂ)) := by
  constructor
  · intro t
    show ∑ i, density (rotation φ χ t) i = 1
    rw [(energy_rotation h F φ χ t).1]
    simp only [Pi.add_apply, Pi.smul_apply, Pi.sub_apply, Pi.pow_apply, smul_eq_mul,
      Finset.sum_add_distrib, ← Finset.mul_sum, Finset.sum_sub_distrib, hφ, hχ]
    ring
  -- the energy as a function of s = sin² t has negative slope at s = 0
  have hl : HasDerivAt (fun s : ℝ => quad h φ + s * (quad h χ - quad h φ))
      (quad h χ - quad h φ) 0 :=
    (((hasDerivAt_id' (0 : ℝ)).mul_const _).const_add _).congr_deriv (one_mul _)
  have hg := hasDerivAt_iff_tendsto_slope.mp
    (hl.fun_add (hasDerivAt_line hF (χ ^ 2 - φ ^ 2)))
  have hneg : quad h χ - quad h φ + fderiv ℝ F (φ ^ 2) (χ ^ 2 - φ ^ 2) < 0 := by
    rw [quad_meanField, quad_meanField] at hlt
    rw [map_sub]
    linarith
  -- sin² t tends to zero without vanishing
  have hsin : ∀ᶠ t in 𝓝[≠] (0 : ℝ), Real.sin t ^ 2 ≠ 0 := by
    filter_upwards [self_mem_nhdsWithin, nhdsWithin_le_nhds
      (Ioo_mem_nhds (neg_lt_zero.mpr Real.pi_pos) Real.pi_pos)] with t h0 ht
    exact pow_ne_zero 2 fun hs => h0 ((Real.sin_eq_zero_iff_of_lt_of_lt ht.1 ht.2).mp hs)
  have hs0 : Tendsto (fun t : ℝ => Real.sin t ^ 2) (𝓝[≠] 0) (𝓝 0) := by
    have h1 : Tendsto (fun t : ℝ => Real.sin t ^ 2) (𝓝 0) (𝓝 (Real.sin 0 ^ 2)) :=
      (Real.continuous_sin.pow 2).tendsto 0
    rw [Real.sin_zero, zero_pow two_ne_zero] at h1
    exact h1.mono_left nhdsWithin_le_nhds
  have hs : Tendsto (fun t : ℝ => Real.sin t ^ 2) (𝓝[≠] 0) (𝓝[≠] 0) :=
    tendsto_nhdsWithin_iff.mpr ⟨hs0, hsin⟩
  filter_upwards [(hg.comp hs).eventually_lt_const hneg] with t ht
  rw [(energy_rotation h F φ χ t).2, energy_real]
  rw [Function.comp_apply, slope_def_field] at ht
  simp only [zero_smul, add_zero, zero_mul, sub_zero] at ht
  by_contra hcon
  exact absurd ht (not_lt_of_ge (div_nonneg (by linarith [not_lt.mp hcon]) (sq_nonneg _)))
```

The hypotheses are that $F$ is differentiable at $\varphi^2$, that $\varphi$ and $\chi$ have unit norm, and that $\langle\chi,H\chi\rangle<\langle\varphi,H\varphi\rangle$. Differentiability means that the potential $\partial F/\partial\rho_i$ exists at $\varphi^2$ and gives the first-order change of $F$ for every small change of the density. The conclusion has two parts: every $\psi(t)$ is normalised, and $E(\psi(t))<E(\varphi)$ for all sufficiently small $t\neq0$. The second part is written `∀ᶠ t in 𝓝[≠] (0 : ℝ)`; it gives no estimate of how small $t$ must be. Orthogonality of $\varphi$ and $\chi$ is not assumed.

The norm follows by summing the density: $1+s(1-1)=1$. For the energy, let $g(s)$ be the right-hand side of the formula for $E(\psi(t))$. Its slope at zero is

$$g'(0)=\langle\chi,h\chi\rangle-\langle\varphi,h\varphi\rangle+\sum_i\frac{\partial F}{\partial\rho_i}(\varphi^2)(\chi_i^2-\varphi_i^2)=\langle\chi,H\chi\rangle-\langle\varphi,H\varphi\rangle<0.$$

Hence $(g(s)-g(0))/s$ is negative for all small $s\neq0$. As $t\to0$ with $t\neq0$, $s=\sin^2t$ tends to zero and stays positive, so multiplying by $s$ gives $g(s)<g(0)=E(\varphi)$.

The code follows this order. `hg` is the limit of the difference quotient, `hneg` the sign of the slope, and `hs` the statement that $\sin^2t$ approaches zero without reaching it. The last lines turn the negative quotient into the energy inequality.

Differentiability matters. Take two sites, labelled 0 and 1, with $h=\mathrm{diag}(1,0)$, $F(\rho)=2|\rho_1|$, $\varphi=(1,0)$ and $\chi=(0,1)$. At $\varphi^2=(1,0)$ the function $F$ has a kink, where Lean sets the derivative to zero, so `meanField` returns $h$ and $\langle\chi,H\chi\rangle=0<1=\langle\varphi,H\varphi\rangle$. Yet $E(\psi(t))=\cos^2t+2\sin^2t=1+\sin^2t$, which lies above $E(\varphi)=1$ for all small $t\neq0$. The kink sits at an empty site, where differentiability also involves the values of $F$ at negative densities. On physical densities $F=2\rho_1$ is smooth, and with its slope $2$ as the potential at site 1, $\chi$ would not lie lower. The example thus shows that the formal statement fails without the hypothesis, because of the value Lean assigns to a missing derivative.

## A real orbital that is a local minimum among complex states obeys aufbau

```lean
/-- If `F` is differentiable at `φ²`, a real orbital `φ` that is a local energy minimum among
complex normalized states has the lowest expectation value of its own mean-field Hamiltonian among
real unit orbitals. -/
theorem aufbau_of_isLocalMinOn (h : Matrix n n ℝ) {F : (n → ℝ) → ℝ} {φ : n → ℝ}
    (hF : DifferentiableAt ℝ F (φ ^ 2)) (hφ : ∑ i, φ i ^ 2 = 1)
    (hmin : IsLocalMinOn (energy h F) normalizedStates (fun i => (φ i : ℂ))) (χ : n → ℝ)
    (hχ : ∑ i, χ i ^ 2 = 1) : quad (meanField h F φ) φ ≤ quad (meanField h F φ) χ := by
  by_contra hcon
  obtain ⟨hn, hE⟩ := complex_rotation_lowers_energy h hF hφ hχ (not_le.mp hcon)
  have hcont : Continuous (rotation φ χ) := continuous_pi fun i =>
    ((Complex.continuous_ofReal.comp Real.continuous_cos).mul continuous_const).add
      (continuous_const.mul
        ((Complex.continuous_ofReal.comp Real.continuous_sin).mul continuous_const))
  have h0 : rotation φ χ 0 = fun i => (φ i : ℂ) := by
    funext i
    simp [rotation]
  have ht := hcont.tendsto 0
  rw [h0] at ht
  have hw : Tendsto (rotation φ χ) (𝓝[≠] 0) (𝓝[normalizedStates] (fun i => (φ i : ℂ))) :=
    tendsto_nhdsWithin_iff.mpr ⟨ht.mono_left nhdsWithin_le_nhds, Eventually.of_forall hn⟩
  have hm : ∀ᶠ ψ in 𝓝[normalizedStates] (fun i => (φ i : ℂ)),
      energy h F (fun i => (φ i : ℂ)) ≤ energy h F ψ := hmin
  obtain ⟨t, h1, h2⟩ := ((hw.eventually hm).and hE).exists
  exact lt_irrefl _ (lt_of_le_of_lt h1 h2)
```

Let the real unit orbital $\varphi$ be a local minimum of $E$ among complex normalised states, with $F$ differentiable at $\varphi^2$. Then $\langle\varphi,H\varphi\rangle\le\langle\chi,H\chi\rangle$ for every real unit vector $\chi$.

If some $\chi$ violated this, the rotation would give normalised states of lower energy for all small $t\neq0$. Since $\psi(t)$ is continuous and $\psi(0)=\varphi$, these states come arbitrarily close to $\varphi$, which contradicts the local minimum. In Lean, `hw` expresses the approach within the normalised states, and `.exists` picks a $t$ at which the two contradictory inequalities meet.

This is aufbau for one occupied orbital; filling several levels in order is a larger statement. For symmetric $h$, the Rayleigh–Ritz principle, which the file does not invoke, adds that $\varphi$ is a ground state of its own $H$.

## Two sites where nearby real states show no descent

```lean
/-- On two sites with hopping `1` and `F(ρ) = (ρ₀ - ρ₁)²`, the orbital `(r, r)` with `r² = 1/2`
violates the aufbau condition, yet no real normalized state with `x₀ x₁ ≥ 0` has lower energy. -/
theorem real_states_miss_the_descent (r : ℝ) (hr : r ^ 2 = 1 / 2) :
    quad (meanField !![0, 1; 1, 0] (fun ρ => (ρ 0 - ρ 1) ^ 2) ![r, r]) ![r, -r]
      < quad (meanField !![0, 1; 1, 0] (fun ρ => (ρ 0 - ρ 1) ^ 2) ![r, r]) ![r, r] ∧
    ∀ x : Fin 2 → ℝ, ∑ i, x i ^ 2 = 1 → 0 ≤ x 0 * x 1 →
      energy !![0, 1; 1, 0] (fun ρ => (ρ 0 - ρ 1) ^ 2) (fun i => ((![r, r] i : ℝ) : ℂ))
        ≤ energy !![0, 1; 1, 0] (fun ρ => (ρ 0 - ρ 1) ^ 2) (fun i => (x i : ℂ)) := by
  have hq : ∀ x : Fin 2 → ℝ, quad !![0, 1; 1, 0] x = 2 * x 0 * x 1 := by
    intro x
    simp [quad, dotProduct, Matrix.mulVec, Fin.sum_univ_two]
    ring
  constructor
  · -- the density of (r, r) minimizes F, so the potential vanishes
    have hm : IsLocalMin (fun ρ : Fin 2 → ℝ => (ρ 0 - ρ 1) ^ 2) (![r, r] ^ 2) :=
      Eventually.of_forall fun σ => by simp [sq_nonneg]
    rw [quad_meanField, quad_meanField, hm.fderiv_eq_zero, hq, hq]
    show 2 * r * (-r) + 0 < 2 * r * r + 0
    nlinarith
  · intro x hx hp
    rw [Fin.sum_univ_two] at hx
    rw [energy_real, energy_real, hq, hq]
    show 2 * r * r + (r ^ 2 - r ^ 2) ^ 2 ≤ 2 * x 0 * x 1 + (x 0 ^ 2 - x 1 ^ 2) ^ 2
    have h1 : (x 0 ^ 2 - x 1 ^ 2) ^ 2 = 1 - 4 * (x 0 * x 1) ^ 2 := by
      linear_combination (x 0 ^ 2 + x 1 ^ 2 + 1) * hx
    have h2 : x 0 * x 1 * (x 0 - x 1) ^ 2 = x 0 * x 1 - 2 * (x 0 * x 1) ^ 2 := by
      linear_combination x 0 * x 1 * hx
    have h3 := mul_nonneg hp (sq_nonneg (x 0 - x 1))
    rw [h2] at h3
    rw [h1]
    nlinarith

end

end ComplexAufbau
```

Here $h$ has off-diagonal entries $1$ and zero diagonal, and $F(\rho)=(\rho_0-\rho_1)^2$. With $r^2=1/2$, take $\varphi=(r,r)$ and $\chi=(r,-r)$. The density of $\varphi$ is equal on both sites and minimises $F$, so the potential vanishes and $H=h$. Therefore $\langle\chi,H\chi\rangle=-1<1=\langle\varphi,H\varphi\rangle$, and aufbau is violated.

Now let $x$ be a real unit vector with $p=x_0x_1\ge0$. From $x_0^2+x_1^2=1$ we get $(x_0^2-x_1^2)^2=1-4p^2$ and $(x_0-x_1)^2=1-2p\ge0$, so

$$E(x)=2p+1-4p^2=1+2p(1-2p)\ge1=E(\varphi).$$

In the proof, `h1` is the first identity, `h2` is the second multiplied by $p$, and `h3` supplies the sign.

All real unit vectors close to $\varphi$ have $p>0$, so a search among nearby real states finds no descent. Lower real states do exist at $p<0$; $\chi$ itself has energy $-1$. The complex rotation keeps the density equal on both sites, and its energy $1-2\sin^2t$ falls as soon as $t$ leaves zero.

```lean
#print axioms ComplexAufbau.complex_rotation_lowers_energy
#print axioms ComplexAufbau.aufbau_of_isLocalMinOn
#print axioms ComplexAufbau.real_states_miss_the_descent
```

```
'ComplexAufbau.complex_rotation_lowers_energy' depends on axioms: [propext, Classical.choice, Quot.sound]
'ComplexAufbau.aufbau_of_isLocalMinOn' depends on axioms: [propext, Classical.choice, Quot.sound]
'ComplexAufbau.real_states_miss_the_descent' depends on axioms: [propext, Classical.choice, Quot.sound]
```
